# A finite Bloch sum in one dimension is, up to a phase factor, a polynomial in exp(-ik)

Take a finite set `s` of integer lattice cells R with arbitrary complex coefficients c(R), a real k, and a natural number N with |R| ≤ N for every R in `s`. The lemma says that the polynomial ∑ c(R) X^(R+N), evaluated at X = exp(-ik), equals exp(-ikN) times the Bloch sum ∑ exp(-ikR) c(R). The shift by N makes all the exponents non-negative, so that negative R can be handled by an ordinary polynomial. The proof compares the two sums term by term: `e` writes exp(-ikR) as an integer power of `phase k`, and `e'` splits the power R + N into a product of two powers.

This version doesn't compile in Lean 4 with Mathlib:

```lean
import Mathlib

open Polynomial Matrix

namespace EvalShiftedPoly

noncomputable section

/-- The phase `exp(-i k)` gained over one lattice cell. -/
def phase (k : ℝ) : ℂ := Complex.exp (-(Complex.I * k))

/-- The polynomial `∑ R ∈ s, c(R) X^(R + N)`, for a shift `N` with `R + N ≥ 0` on `s`. -/
def shiftedPoly (N : ℕ) (s : Finset ℤ) (c : ℤ → ℂ) : ℂ[X] :=
  ∑ R ∈ s, monomial (R + N).toNat (c R)

/-- If the shift `N` is at least the distance of every cell of `s` from the origin, the shifted
polynomial at `exp(-i k)` is the Bloch sum times `exp(-i k N)`. -/
theorem eval_shiftedPoly {N : ℕ} {s : Finset ℤ} (hN : ∀ R ∈ s, R.natAbs ≤ N) (c : ℤ → ℂ)
    (k : ℝ) : (shiftedPoly N s c).eval (phase k)
      = phase k ^ N * ∑ R ∈ s, Complex.exp (-(Complex.I * k * R)) * c R := by
  simp only [shiftedPoly, eval_finset_sum, eval_monomial, Finset.mul_sum]
  refine Finset.sum_congr rfl fun R hR => ?_
  have e : Complex.exp (-(Complex.I * k * R)) = phase k ^ R := by
    rw [phase, ← Complex.exp_int_mul]
    congr 1
    ring
  have e' : phase k ^ (R + N).toNat = phase k ^ N * phase k ^ R := by
    have hR' := hN R hR
    rw [← zpow_natCast, Int.toNat_of_nonneg (by omega),
      zpow_add₀ (Complex.exp_ne_zero _), zpow_natCast]
    exact mul_comm _ _
  rw [e, e']
  ring

end

end EvalShiftedPoly
```

Messages:

```
Main.lean:21:26: warning: `Polynomial.eval_finset_sum` has been deprecated: Use `Polynomial.eval_finsetSum` instead
Main.lean:30:6: error: Tactic `rewrite` failed: Did not find an occurrence of the pattern
  Complex.exp ?m.126 ^ (?m + ?n)
in the target expression
  phase k ^ (R + ↑N) = phase k ^ N * phase k ^ R

N : ℕ
s : Finset ℤ
hN : ∀ R ∈ s, R.natAbs ≤ N
c : ℤ → ℂ
k : ℝ
R : ℤ
hR : R ∈ s
e : Complex.exp (-(Complex.I * ↑k * ↑R)) = phase k ^ R
hR' : R.natAbs ≤ N
⊢ phase k ^ (R + ↑N) = phase k ^ N * phase k ^ R
```

The repair, with which the file compiles:

```diff
@@ -19,5 +19,5 @@
     (k : ℝ) : (shiftedPoly N s c).eval (phase k)
       = phase k ^ N * ∑ R ∈ s, Complex.exp (-(Complex.I * k * R)) * c R := by
-  simp only [shiftedPoly, eval_finset_sum, eval_monomial, Finset.mul_sum]
+  simp only [shiftedPoly, eval_finsetSum, eval_monomial, Finset.mul_sum]
   refine Finset.sum_congr rfl fun R hR => ?_
   have e : Complex.exp (-(Complex.I * k * R)) = phase k ^ R := by
@@ -28,5 +28,5 @@
     have hR' := hN R hR
     rw [← zpow_natCast, Int.toNat_of_nonneg (by omega),
-      zpow_add₀ (Complex.exp_ne_zero _), zpow_natCast]
+      zpow_add₀ (show phase k ≠ 0 from Complex.exp_ne_zero _), zpow_natCast]
     exact mul_comm _ _
   rw [e, e']
```

Cause. The error comes from the rewrite with `zpow_add₀`, which splits a^(m+n) into a^m * a^n for nonzero a. Lean reads off a from the proof that it is nonzero. Here that proof is `Complex.exp_ne_zero _`, so a becomes `Complex.exp` of something still to be found, and `rw` looks for a power of that form. The goal has `phase k ^ (R + ↑N)` instead. Although `phase k` is by definition an exponential, `rw` does not unfold an ordinary definition like `phase` when it matches a pattern, so it finds no occurrence.

The repair states the type of the proof with `show phase k ≠ 0 from ...`. Lean does unfold `phase` when it checks that `Complex.exp_ne_zero _` proves this, and the lemma is then about powers of `phase k`, as they stand in the goal.

The change from `eval_finset_sum` to `eval_finsetSum` is mere tidying: it replaces a deprecated name, which had caused only a warning.
